# At half filling, CISD keeps a vanishing fraction of the full CI space as the electron number grows

A Slater determinant is represented here by the set of spin orbitals it occupies, and the dimension of a CI space is the number of such sets. The spin orbitals come in two groups of equal size: $m$ that are occupied in the reference determinant and $m$ that are virtual. With $m$ electrons this is half filling. The excitation level of a determinant is then the number of its electrons in virtual orbitals, and the dimension formulas become statements about finite sets that can be proved.

No spin or spatial symmetry is imposed. Under these conditions the CISD space, which keeps levels 0, 1 and 2, has dimension
$$1+m^2+\binom m2^2,$$
the full CI space has dimension $\binom{2m}{m}$, and the ratio of the first to the second tends to zero as $m\to\infty$. The same limit holds for truncation at any fixed level $K$.

## Counting determinants by excitation level

A full CI determinant is any choice of $m$ spin orbitals out of $2m$, so there are $\binom{2m}{m}$ of them.

A determinant of level $j$ has $j$ electrons in the virtual orbitals and $m-j$ in the orbitals occupied in the reference. For $j\le m$ the two choices are independent, which gives
$$\binom{m}{m-j}\binom mj=\binom mj^2$$
determinants. For $j>m$ there are none, since only $m$ virtual orbitals exist, and $\binom mj=0$ agrees with this. Let $D_K(m)$ be the number of determinants of level at most $K$. Summing over levels,
$$D_K(m)=\sum_{j=0}^{K}\binom mj^2,\qquad D_2(m)=1+m^2+\binom m2^2.$$

The highest level that occurs is $m$, reached when every electron sits in a virtual orbital. Truncation at level $K$ therefore loses nothing exactly when $m\le K$. For $m=2$, both CISD and full CI have dimension 6. For $m=3$, CISD has 19 determinants out of 20, and for $m=10$ it has 2126 out of 184756.

## A power of $m$ against $4^m$

Let $m\ge1$. Each binomial coefficient obeys
$$\binom mj=\frac{m(m-1)\cdots(m-j+1)}{j!}\le m^j,$$
so for $j\le K$ its square is at most $m^{2j}\le m^{2K}$. The sum has $K+1$ terms, hence
$$D_K(m)\le (K+1)\,m^{2K}.$$

For the full CI dimension, start from the sum of all binomial coefficients with upper entry $2m$:
$$4^m=\sum_{k=0}^{2m}\binom{2m}{k}=2+\sum_{k=1}^{2m-1}\binom{2m}{k}.$$
The central coefficient is the largest, because $\binom{2m}{k+1}/\binom{2m}{k}=(2m-k)/(k+1)>1$ for $k<m$ and the coefficients are symmetric about $k=m$. It is also at least 2. Therefore
$$4^m\le\binom{2m}{m}+(2m-1)\binom{2m}{m}=2m\binom{2m}{m}.$$

Dividing one estimate by the other,
$$\frac{D_K(m)}{\binom{2m}{m}}\le(K+1)\,m^{2K}\cdot\frac{2m}{4^m}=2(K+1)\,\frac{m^{2K+1}}{4^m}.$$

With $K$ fixed, the right-hand side tends to zero. The quotient of its successive terms is $\tfrac14\left(1+\tfrac1m\right)^{2K+1}$, which tends to $\tfrac14$. From some $m$ on it is below $\tfrac12$, and the terms then fall at least as fast as a geometric sequence. The ratio of dimensions is positive and lies below this bound, so it tends to zero as well.

The bound is generous: for CISD at $m=10$ it gives about 0.57, while the ratio itself is about 0.012.

## Determinants as finite sets in Lean

The development uses Mathlib's finite sets, binomial coefficients and limits.

```lean
import Mathlib

open Filter Topology

namespace TruncatedCIDimension
```

The type `Fin m ⊕ Fin m` is the set of spin orbitals. Its left summand contains the orbitals occupied in the reference, its right summand the virtuals. A determinant is a `Finset` of these orbitals, so double occupation of a spin orbital is excluded from the start, and the sign that depends on the ordering of the orbitals plays no part. `powersetCard m` selects the sets with exactly $m$ elements.

```lean
/-- The full CI determinants of `m` electrons in `2m` spin orbitals: all sets of `m` spin orbitals.
The left summand holds the orbitals occupied in the reference, the right one the virtuals. -/
def fullCI (m : ℕ) : Finset (Finset (Fin m ⊕ Fin m)) :=
  Finset.univ.powersetCard m
```

For a determinant `S`, the set `S.toRight` contains the virtual orbitals that it fills. Their number is the excitation level.

```lean
/-- The excitation level of a determinant: the number of electrons in virtual orbitals. -/
def excitation {m : ℕ} (S : Finset (Fin m ⊕ Fin m)) : ℕ :=
  S.toRight.card
```

Truncation at level `K` is a filter on the full CI determinants.

```lean
/-- The determinants kept when CI is truncated at excitation level `K`; `K = 2` is CISD. -/
def truncatedCI (m K : ℕ) : Finset (Finset (Fin m ⊕ Fin m)) :=
  (fullCI m).filter (fun S => excitation S ≤ K)
```

These objects are sets of determinants, and no vector space is built from them. Their cardinalities are the dimensions of the CI spaces because distinct determinants formed from linearly independent spin orbitals are themselves linearly independent, a fact taken here from the physics.

The first lemma unfolds the definitions into the two conditions used from now on: $m$ electrons in total, and at most $K$ of them in virtual orbitals.

```lean
/-- A set of spin orbitals belongs to the truncated CI space exactly when it holds `m` electrons,
at most `K` of them in virtual orbitals. -/
theorem mem_truncatedCI {m K : ℕ} {S : Finset (Fin m ⊕ Fin m)} :
    S ∈ truncatedCI m K ↔ S.card = m ∧ excitation S ≤ K := by
  simp [truncatedCI, fullCI, Finset.mem_powersetCard]
```

## The dimension formulas

For full CI, Mathlib already knows the number of $m$-element subsets of a finite type, and the type of spin orbitals has $m+m=2m$ elements.

```lean
/-- The full CI dimension for `m` electrons in `2m` spin orbitals is `C(2m, m)`. -/
theorem card_fullCI (m : ℕ) : (fullCI m).card = (2 * m).choose m := by
  rw [fullCI, Finset.card_powersetCard, Finset.card_univ, Fintype.card_sum,
    Fintype.card_fin, two_mul]
```

The truncated dimension takes more work. The proof sorts the determinants by level with `Finset.card_eq_sum_card_fiberwise`, which turns the cardinality into a sum over $j=0,\dots,K$. The range is written `Finset.range (K + 1)` because `range` stops one short of its argument. It remains to count the determinants of each level $j$.

When $j\le m$, `Finset.card_bij'` matches the determinants of level $j$ with pairs consisting of $m-j$ orbitals from the left and $j$ from the right. The map in one direction splits `S` into `S.toLeft` and `S.toRight`; the map back joins a pair with `disjSum`. Four things are checked: that each map lands where it should, and that each undoes the other. The electron count enters through `card_toLeft_add_card_toRight`, which says that the two parts together hold all electrons. The symmetry $\binom m{m-j}=\binom mj$ is `Nat.choose_symm`. When $j>m$, both the number of determinants and the binomial coefficient are zero.

```lean
/-- The dimension of CI truncated at level `K`, for `m` electrons in `2m` spin orbitals, is the
sum of `C(m, j)²` over the levels `j = 0, …, K`. -/
theorem card_truncatedCI (m K : ℕ) :
    (truncatedCI m K).card = ∑ j ∈ Finset.range (K + 1), (m.choose j) ^ 2 := by
  have hmaps : ∀ S ∈ truncatedCI m K, excitation S ∈ Finset.range (K + 1) := by
    intro S hS
    have h := (mem_truncatedCI.1 hS).2
    exact Finset.mem_range.2 (by omega)
  -- sort the determinants by excitation level
  rw [Finset.card_eq_sum_card_fiberwise (f := excitation) (t := Finset.range (K + 1))
    (fun S hS => hmaps S hS)]
  refine Finset.sum_congr rfl fun j hj => ?_
  have hjK : j ≤ K := by
    have h := Finset.mem_range.1 hj
    omega
  rcases le_or_gt j m with hjm | hjm
  · have hcard : ((Finset.univ : Finset (Fin m)).powersetCard (m - j) ×ˢ
        (Finset.univ : Finset (Fin m)).powersetCard j).card = (m.choose j) ^ 2 := by
      rw [Finset.card_product, Finset.card_powersetCard, Finset.card_powersetCard,
        Finset.card_univ, Fintype.card_fin, Nat.choose_symm hjm, sq]
    rw [← hcard]
    -- a determinant is a choice of remaining occupied orbitals and of filled virtuals
    refine Finset.card_bij' (fun S _ => (S.toLeft, S.toRight))
      (fun p _ => p.1.disjSum p.2) ?_ ?_ ?_ ?_
    · intro S hS
      obtain ⟨hT, hlevel⟩ := Finset.mem_filter.1 hS
      have h1 := (mem_truncatedCI.1 hT).1
      have h2 := S.card_toLeft_add_card_toRight
      unfold excitation at hlevel
      simp only [Finset.mem_product, Finset.mem_powersetCard, Finset.subset_univ, true_and]
      constructor <;> omega
    · rintro ⟨A, B⟩ hp
      simp only [Finset.mem_product, Finset.mem_powersetCard, Finset.subset_univ,
        true_and] at hp
      obtain ⟨hA, hB⟩ := hp
      have hR : (A.disjSum B).toRight = B := by ext x; simp
      refine Finset.mem_filter.2 ⟨mem_truncatedCI.2 ⟨?_, ?_⟩, ?_⟩
      · show (A.disjSum B).card = m
        rw [Finset.card_disjSum]
        omega
      · show (A.disjSum B).toRight.card ≤ K
        rw [hR]
        omega
      · show (A.disjSum B).toRight.card = j
        rw [hR]
        exact hB
    · intro S _
      ext x
      cases x <;> simp
    · rintro ⟨A, B⟩ _
      refine Prod.ext ?_ ?_ <;> ext x <;> simp
  · -- there are no levels beyond the number of virtual orbitals
    rw [Nat.choose_eq_zero_of_lt hjm, zero_pow two_ne_zero, Finset.card_eq_zero,
      Finset.filter_eq_empty_iff]
    intro S _ h
    have h2 : S.toRight.card ≤ m := (Finset.card_le_univ _).trans_eq (Fintype.card_fin m)
    unfold excitation at h
    omega
```

Setting $K=2$ and writing out the three terms gives the CISD dimension.

```lean
/-- The CISD dimension for `m` electrons in `2m` spin orbitals is `1 + m² + C(m, 2)²`. -/
theorem card_cisd (m : ℕ) : (truncatedCI m 2).card = 1 + m ^ 2 + (m.choose 2) ^ 2 := by
  rw [card_truncatedCI]
  simp [Finset.sum_range_succ]
```

The next theorem says when truncation removes nothing. In one direction it tests the supposed equality on the determinant with all left orbitals empty and all right orbitals filled, whose level is $m$; if this determinant survives, then $m\le K$. In the other direction, no determinant can have a level above $m$, so the filter keeps everything.

```lean
/-- For `m` electrons in `2m` spin orbitals, CI truncated at level `K` contains every full CI
determinant exactly when `m ≤ K`. -/
theorem truncatedCI_eq_fullCI_iff (m K : ℕ) : truncatedCI m K = fullCI m ↔ m ≤ K := by
  constructor
  · intro h
    -- test on the determinant with all electrons in virtual orbitals
    have hS : (∅ : Finset (Fin m)).disjSum (Finset.univ : Finset (Fin m)) ∈ fullCI m := by
      simp [fullCI, Finset.mem_powersetCard]
    rw [← h] at hS
    have hle := (mem_truncatedCI.1 hS).2
    have hR : ((∅ : Finset (Fin m)).disjSum (Finset.univ : Finset (Fin m))).toRight
        = Finset.univ := by ext x; simp
    rw [excitation, hR, Finset.card_univ, Fintype.card_fin] at hle
    exact hle
  · intro h
    refine Finset.filter_true_of_mem fun S _ => ?_
    have h2 : S.toRight.card ≤ m := (Finset.card_le_univ _).trans_eq (Fintype.card_fin m)
    exact h2.trans h
```

## The bound and the limit

The inequality for the ratio assumes $m\ge1$, as the derivation did. Inside the proof, `hpoly` is the estimate $D_K(m)\le(K+1)m^{2K}$, and `hexp` is $4^m\le 2m\binom{2m}{m}$, for which Mathlib has a lemma on the central binomial coefficient. Multiplying the two gives `hmain`, an inequality between natural numbers without fractions. The last lines divide by the full CI dimension, positive by `hpos`, and by $4^m$, and pass to real numbers.

```lean
/-- For `m ≥ 1` electrons in `2m` spin orbitals, the fraction of the full CI space kept by
truncation at level `K` is at most `2 (K + 1) m^(2K+1) / 4^m`. -/
theorem ratio_le (K : ℕ) {m : ℕ} (hm : 1 ≤ m) :
    ((truncatedCI m K).card : ℝ) / (fullCI m).card
      ≤ 2 * ((K : ℝ) + 1) * ((m : ℝ) ^ (2 * K + 1) / 4 ^ m) := by
  -- the truncated dimension grows at most like a power of m
  have hpoly : (truncatedCI m K).card ≤ (K + 1) * m ^ (2 * K) := by
    rw [card_truncatedCI]
    calc ∑ j ∈ Finset.range (K + 1), (m.choose j) ^ 2
        ≤ ∑ _j ∈ Finset.range (K + 1), m ^ (2 * K) := by
          refine Finset.sum_le_sum fun j hj => ?_
          have hjK := Finset.mem_range.1 hj
          have hc : m.choose j ≤ m ^ j := by
            rw [Nat.choose_eq_descFactorial_div_factorial]
            exact (Nat.div_le_self _ _).trans (Nat.descFactorial_le_pow m j)
          calc (m.choose j) ^ 2 ≤ (m ^ j) ^ 2 := Nat.pow_le_pow_left hc 2
            _ = m ^ (j * 2) := (pow_mul m j 2).symm
            _ ≤ m ^ (2 * K) := Nat.pow_le_pow_right hm (by omega)
      _ = (K + 1) * m ^ (2 * K) := by simp
  -- the full CI dimension grows exponentially
  have hexp : 4 ^ m ≤ 2 * m * (fullCI m).card := by
    rw [card_fullCI, ← Nat.centralBinom_eq_two_mul_choose]
    exact Nat.four_pow_le_two_mul_self_mul_centralBinom m hm
  have hpos : 0 < (fullCI m).card := by
    rw [card_fullCI]
    exact Nat.choose_pos (by omega)
  have hmain : (truncatedCI m K).card * 4 ^ m
      ≤ 2 * (K + 1) * m ^ (2 * K + 1) * (fullCI m).card := by
    calc (truncatedCI m K).card * 4 ^ m
        ≤ ((K + 1) * m ^ (2 * K)) * (2 * m * (fullCI m).card) := Nat.mul_le_mul hpoly hexp
      _ = 2 * (K + 1) * m ^ (2 * K + 1) * (fullCI m).card := by ring
  rw [← mul_div_assoc, div_le_div_iff₀ (by exact_mod_cast hpos) (by positivity)]
  exact_mod_cast hmain
```

In the limit theorem, `K` is an argument fixed before $m$ starts to grow. This order matters: if $K$ were allowed to follow $m$, as in $K=m$, the ratio would be 1 throughout. `Tendsto … atTop (𝓝 0)` is convergence to zero as $m\to\infty$. Mathlib supplies the fact that $m^{2K+1}/4^m$ tends to zero, and `squeeze_zero'` traps the ratio between zero and the bound. It needs the bound only from some $m$ on, so the restriction to $m\ge1$ does no harm.

```lean
/-- At any fixed excitation level `K`, the ratio of the truncated to the full CI dimension for
`m` electrons in `2m` spin orbitals tends to zero as `m` tends to infinity. -/
theorem tendsto_truncated_ratio (K : ℕ) :
    Tendsto (fun m : ℕ => ((truncatedCI m K).card : ℝ) / (fullCI m).card) atTop (𝓝 0) := by
  have h := (tendsto_pow_const_div_const_pow_of_one_lt (2 * K + 1)
    (r := (4 : ℝ)) (by norm_num)).const_mul (2 * ((K : ℝ) + 1))
  rw [mul_zero] at h
  refine squeeze_zero' (Eventually.of_forall fun m => by positivity) ?_ h
  filter_upwards [eventually_ge_atTop 1] with m hm
  exact ratio_le K hm
```

The CISD statement is the case $K=2$ with both dimensions replaced by their formulas. Each is computed as a natural number and then converted to a real number, so the division is that of real numbers.

```lean
/-- The ratio of the CISD dimension `1 + m² + C(m, 2)²` to the full CI dimension `C(2m, m)`
tends to zero as `m` tends to infinity. -/
theorem tendsto_cisd_ratio :
    Tendsto (fun m : ℕ => ((1 + m ^ 2 + (m.choose 2) ^ 2 : ℕ) : ℝ) / ((2 * m).choose m : ℕ))
      atTop (𝓝 0) := by
  refine (tendsto_truncated_ratio 2).congr fun m => ?_
  rw [card_cisd, card_fullCI]

end TruncatedCIDimension
```

```lean
#print axioms TruncatedCIDimension.truncatedCI_eq_fullCI_iff
-- 'TruncatedCIDimension.truncatedCI_eq_fullCI_iff' depends on axioms: [propext, Classical.choice, Quot.sound]
#print axioms TruncatedCIDimension.tendsto_cisd_ratio
-- 'TruncatedCIDimension.tendsto_cisd_ratio' depends on axioms: [propext, Classical.choice, Quot.sound]
```

## What the count means for truncated CI

For a half-filled set of spin orbitals without symmetry restrictions, the result separates the polynomial growth of a CI expansion truncated at a fixed level from the exponential growth of full CI. It compares numbers of determinants only. The discarded determinants may carry little or much of the weight of a wavefunction, and the theorems give no information about the error in the energy. The limit also enlarges the electron number and the orbital set together; it does not describe one molecule in a sequence of growing basis sets.

A different model would keep track of spin. Take $m=2n$, with $n$ electrons of each spin, a closed-shell reference, and $n$ occupied and $n$ virtual orbitals for each spin, and admit only determinants with these spin populations. The same kind of counting then gives a full CI dimension of $\binom{2n}{n}^2$ and a CISD dimension of
$$1+2n^2+2\binom n2^2+n^4,$$
where the last term counts the double excitations that move one electron of each spin. In Lean the orbital type would need a spin label, and membership would carry two particle-number conditions where there is now one. Both dimensions would change, but the comparison would still be between a polynomial and an exponential, and the ratio would again tend to zero.
